# A C¹ self-energy on ℝⁿ has a generating functional exactly when its Jacobian is symmetric

Take two propagator parameters $G=(G_0,G_1)$ and the toy self-energy $S(G)=(0,G_0)$, chosen for its simple algebra and not derived from an interaction. Integrate $S\cdot dG$ from $(0,0)$ to $(1,1)$. Going through $(1,0)$, the first leg gives $0$ and the second gives $1$. Going through $(0,1)$, both legs give $0$. The integral, called the energy below, depends on the route.

Now replace the first component by $G_1$. Both routes give $1$, and $S$ is the gradient of $\Phi=G_0G_1$. What changed is that $\partial S_0/\partial G_1$ now equals $\partial S_1/\partial G_0$.

## Propagators as real vectors

```lean
import Mathlib

open scoped InnerProductSpace Topology

namespace LuttingerWard

noncomputable section
```

A propagator is a vector of $n$ real parameters, numbered from $0$, with the Euclidean inner product $\langle\cdot,\cdot\rangle$. The component $S_i$ is the one paired with $dG_i$, so any trace or temperature factors are already absorbed in $S$.

```lean
/-- The space of propagators described by `n` real parameters. -/
abbrev Propagator (n : ℕ) := EuclideanSpace ℝ (Fin n)
```

Write $DS(x)$ for the derivative of $S$ at $x$ and $e_j$ for the unit vectors. The Jacobian is $J_{ij}(x)=(DS(x)e_j)_i=\partial S_i/\partial G_j$.

```lean
variable {n : ℕ} {S : Propagator n → Propagator n}

/-- The Jacobian matrix `∂S_i/∂G_j` of a differentiable self-energy map `S` at the propagator `x`. -/
def jacobian (S : Propagator n → Propagator n) (x : Propagator n) : Matrix (Fin n) (Fin n) ℝ :=
  Matrix.of fun i j => (fderiv ℝ S x (EuclideanSpace.single j 1)) i
```

The energy integrated along a straight segment is
$$E(a,b)=\int_0^1\langle S(a+t(b-a)),\,b-a\rangle\,dt .$$

```lean
/-- The energy obtained by integrating a continuous self-energy map `S` along the straight
segment from `a` to `b`. -/
def edgeIntegral (S : Propagator n → Propagator n) (a b : Propagator n) : ℝ :=
  ∫ t in (0 : ℝ)..1, ⟪S (a + t • (b - a)), b - a⟫_ℝ
```

Around a triangle it is $T(a,b,c)=E(a,b)+E(b,c)+E(c,a)$.

```lean
/-- The integral of a continuous self-energy map `S` around the triangle `a → b → c → a`. -/
def triangleIntegral (S : Propagator n → Propagator n) (a b c : Propagator n) : ℝ :=
  edgeIntegral S a b + edgeIntegral S b c + edgeIntegral S c a
```

In Lean, `ContDiff ℝ 1 S` says that $S$ is continuously differentiable on all of $\mathbb R^n$, and `HasGradientAt Φ (S x) x` says that $\nabla\Phi(x)=S(x)$. The Luttinger–Ward functional of many-body theory is a specific diagrammatic functional of the full Green's function. Here $\Phi$ is any scalar function with gradient $S$, and no diagrams enter.

## (a) Linear response in components

For $S$ differentiable at $x$, express the response to $u$, projected on $v$, through the Jacobian:
$$\langle DS(x)u,v\rangle=\sum_{i,j}v_i\,J_{ij}(x)\,u_j .$$

Expand $u=\sum_j u_je_j$. By linearity, component $i$ of $DS(x)u$ is $\sum_jJ_{ij}(x)u_j$. Multiply by $v_i$ and sum over $i$.

```lean
/-- For a self-energy differentiable at `x`, the linear response to `u`, projected on `v`, is the
double sum of the Jacobian entries weighted with the components of `v` and `u`. -/
theorem inner_response (x u v : Propagator n) :
    ⟪fderiv ℝ S x u, v⟫_ℝ = ∑ i, ∑ j, v i * jacobian S x i j * u j := by
  have h := (EuclideanSpace.basisFun (Fin n) ℝ).sum_repr u
  simp only [EuclideanSpace.basisFun_repr, EuclideanSpace.basisFun_apply] at h
  have hL : fderiv ℝ S x u = ∑ j, u j • fderiv ℝ S x (EuclideanSpace.single j 1) := by
    conv_lhs => rw [← h]
    simp only [map_sum, map_smul]
  rw [hL, sum_inner]
  simp_rw [real_inner_smul_left]
  simp only [PiLp.inner_apply, Finset.mul_sum]
  rw [Finset.sum_comm]
  refine Finset.sum_congr rfl fun i _ => Finset.sum_congr rfl fun j _ => ?_
  simp only [jacobian, Matrix.of_apply, RCLike.inner_apply, conj_trivial]
  ring
```

## (b) Reciprocity

For $S$ differentiable at $x$, show that $J(x)$ is symmetric if and only if, for all $u,v$,
$$\langle DS(x)u,v\rangle=\langle DS(x)v,u\rangle .$$

If $J_{ij}=J_{ji}$, exchanging the summation indices in (a) turns one side into the other. Conversely, put $u=e_i$ and $v=e_j$: the left side is $J_{ji}$ and the right side is $J_{ij}$.

```lean
/-- For a self-energy differentiable at `x`, the Jacobian at `x` is symmetric exactly when the
linear response is reciprocal: response to `u` seen along `v` equals response to `v` seen along `u`.
-/
theorem jacobian_isSymm_iff (x : Propagator n) :
    (jacobian S x).IsSymm ↔ ∀ u v, ⟪fderiv ℝ S x u, v⟫_ℝ = ⟪fderiv ℝ S x v, u⟫_ℝ := by
  constructor
  · intro h u v
    rw [inner_response, inner_response, Finset.sum_comm]
    refine Finset.sum_congr rfl fun i _ => Finset.sum_congr rfl fun j _ => ?_
    rw [h.apply i j]
    ring
  · intro h
    refine Matrix.IsSymm.ext fun i j => ?_
    have := h (EuclideanSpace.single i 1) (EuclideanSpace.single j 1)
    simpa [jacobian, EuclideanSpace.inner_single_right] using this
```

## (c) Segment energies from a potential

Let $S$ be continuous with $\nabla\Phi=S$ everywhere. Show that
$$E(a,b)=\Phi(b)-\Phi(a).$$

By the chain rule,
$$\frac{d}{dt}\Phi(a+t(b-a))=\langle S(a+t(b-a)),b-a\rangle .$$
Integrate from $0$ to $1$. In the code, `hd` is the chain rule and `h` the fundamental theorem of calculus.

```lean
/-- If a continuous self-energy is the gradient of `Φ`, its integral along a segment is the
difference of `Φ` between the endpoints. -/
theorem edgeIntegral_eq_sub (hS : Continuous S) {Φ : Propagator n → ℝ}
    (hΦ : ∀ x, HasGradientAt Φ (S x) x) (a b : Propagator n) :
    edgeIntegral S a b = Φ b - Φ a := by
  have hc : Continuous fun t : ℝ => S (a + t • (b - a)) := by fun_prop
  have hd : ∀ t : ℝ, HasDerivAt (fun t : ℝ => Φ (a + t • (b - a)))
      ⟪S (a + t • (b - a)), b - a⟫_ℝ t := by
    intro t
    have hl : HasDerivAt (fun t : ℝ => a + t • (b - a)) (b - a) t := by
      simpa using ((hasDerivAt_id' t).smul_const (b - a)).const_add a
    exact (hΦ (a + t • (b - a))).hasFDerivAt.comp_hasDerivAt t hl
  have h := intervalIntegral.integral_eq_sub_of_hasDerivAt (fun t _ => hd t)
    ((hc.inner continuous_const).intervalIntegrable 0 1)
  simpa [edgeIntegral] using h
```

## (d) What a potential demands of the Jacobian

Let $S$ be continuously differentiable with $\nabla\Phi=S$ everywhere. Show that $J_{ij}(x)=J_{ji}(x)$ at every $x$.

Since $S_i=\partial_i\Phi$ and $\Phi$ is twice continuously differentiable,
$$J_{ij}=\partial_j\partial_i\Phi=\partial_i\partial_j\Phi=J_{ji}.$$
The code proves the basis-free version from (b). The map `B` turns the vector $S(y)$ into the linear form $\langle S(y),\cdot\rangle$, and `second_derivative_symmetric` exchanges the two derivatives.

```lean
/-- A continuously differentiable self-energy that is the gradient of some `Φ` has a symmetric
Jacobian at every propagator. -/
theorem isSymm_of_potential (hS : ContDiff ℝ 1 S) {Φ : Propagator n → ℝ}
    (hΦ : ∀ x, HasGradientAt Φ (S x) x) (x : Propagator n) : (jacobian S x).IsSymm := by
  rw [jacobian_isSymm_iff]
  intro u v
  let B : Propagator n →L[ℝ] Propagator n →L[ℝ] ℝ := innerSL ℝ
  have hf : ∀ y, HasFDerivAt Φ (B (S y)) y := fun y => (hΦ y).hasFDerivAt
  have hd : HasFDerivAt (fun y => B (S y)) (B.comp (fderiv ℝ S x)) x :=
    B.hasFDerivAt.comp x (hS.differentiable (by simp) x).hasFDerivAt
  -- second derivatives of `Φ` commute
  exact second_derivative_symmetric hf hd u v
```

## (e) Slope of the energy integrated from the origin

Let $S$ be continuously differentiable with symmetric Jacobian everywhere. Show that
$$\frac{d}{ds}E(0,a+sv)=\langle S(a+sv),v\rangle .$$

Put $w=a+sv$, so that $E(0,w)=\int_0^1\langle S(tw),w\rangle\,dt$. The $s$-derivative of the integrand is
$$\langle S(tw),v\rangle+t\langle DS(tw)v,w\rangle .$$
By (b) this equals
$$\langle S(tw),v\rangle+t\langle DS(tw)w,v\rangle=\frac{d}{dt}\bigl[t\langle S(tw),v\rangle\bigr],$$
and its integral over $[0,1]$ is $\langle S(w),v\rangle$.

Differentiation under the integral is allowed because the differentiated integrand `F'` is continuous, hence bounded by a constant `C` for parameters within distance $1$ of $s$ and $t\in[0,1]$. The step `key` performs it, and `hval` evaluates the result.

```lean
/-- For a continuously differentiable self-energy with symmetric Jacobian, the energy integrated
from the origin to `a + s v` changes with `s` at the rate `⟪S (a + s v), v⟫`. -/
theorem hasDerivAt_radial (hS : ContDiff ℝ 1 S) (hJ : ∀ x, (jacobian S x).IsSymm)
    (a v : Propagator n) (s : ℝ) :
    HasDerivAt (fun r : ℝ => edgeIntegral S 0 (a + r • v)) ⟪S (a + s • v), v⟫_ℝ s := by
  have hdiff : ∀ x, HasFDerivAt S (fderiv ℝ S x) x :=
    fun x => (hS.differentiable (by simp) x).hasFDerivAt
  have hc := hS.continuous
  have hD : Continuous (fderiv ℝ S) := hS.continuous_fderiv (by simp)
  let F' : ℝ → ℝ → ℝ := fun r t => ⟪S (t • (a + r • v)), v⟫_ℝ +
    ⟪fderiv ℝ S (t • (a + r • v)) (t • v), a + r • v⟫_ℝ
  have hF' : Continuous fun p : ℝ × ℝ => F' p.1 p.2 := by
    have hp : Continuous fun p : ℝ × ℝ => p.2 • (a + p.1 • v) := by fun_prop
    exact ((hc.comp hp).inner continuous_const).add
      (((hD.comp hp).clm_apply (by fun_prop)).inner (by fun_prop))
  have hF's : Continuous (F' s) := hF'.comp (by fun_prop : Continuous fun t : ℝ => (s, t))
  have hF : ∀ r : ℝ, Continuous fun t : ℝ => ⟪S (t • (a + r • v)), a + r • v⟫_ℝ := by
    intro r
    have h : Continuous fun t : ℝ => S (t • (a + r • v)) := by fun_prop
    exact h.inner continuous_const
  have hder : ∀ t r : ℝ, HasDerivAt (fun r : ℝ => ⟪S (t • (a + r • v)), a + r • v⟫_ℝ)
      (F' r t) r := by
    intro t r
    have h1 : HasDerivAt (fun r : ℝ => a + r • v) v r := by
      simpa using ((hasDerivAt_id' r).smul_const v).const_add a
    have h2 : HasDerivAt (fun r : ℝ => S (t • (a + r • v)))
        (fderiv ℝ S (t • (a + r • v)) (t • v)) r :=
      (hdiff (t • (a + r • v))).comp_hasDerivAt r (h1.const_smul t)
    exact h2.inner ℝ h1
  obtain ⟨C, hC⟩ := ((isCompact_Icc (a := s - 1) (b := s + 1)).prod
    (isCompact_Icc (a := (0 : ℝ)) (b := 1))).exists_bound_of_continuousOn hF'.continuousOn
  -- differentiate under the integral sign
  have key := (intervalIntegral.hasDerivAt_integral_of_dominated_loc_of_deriv_le
    (μ := MeasureTheory.volume) (a := 0) (b := 1)
    (F := fun r t => ⟪S (t • (a + r • v)), a + r • v⟫_ℝ) (F' := F') (bound := fun _ => C)
    (Metric.ball_mem_nhds s one_pos)
    (Filter.Eventually.of_forall fun r => (hF r).aestronglyMeasurable)
    ((hF s).intervalIntegrable 0 1) hF's.aestronglyMeasurable
    (Filter.Eventually.of_forall fun t ht r hr => by
      rw [Set.uIoc_of_le zero_le_one] at ht
      rw [Metric.mem_ball, Real.dist_eq, abs_lt] at hr
      exact hC (r, t) ⟨⟨by linarith [hr.1], by linarith [hr.2]⟩, ⟨ht.1.le, ht.2⟩⟩)
    (continuous_const.intervalIntegrable 0 1)
    (Filter.Eventually.of_forall fun t _ r _ => hder t r)).2
  -- by symmetry the integrand is the total derivative of `t ⟪S (t w), v⟫`
  have hval : ∫ t in (0 : ℝ)..1, F' s t = ⟪S (a + s • v), v⟫_ℝ := by
    have hg : ∀ t : ℝ, HasDerivAt (fun t : ℝ => t * ⟪S (t • (a + s • v)), v⟫_ℝ) (F' s t) t := by
      intro t
      have h1 : HasDerivAt (fun t : ℝ => t • (a + s • v)) (a + s • v) t := by
        simpa using (hasDerivAt_id' t).smul_const (a + s • v)
      have h2 : HasDerivAt (fun t : ℝ => S (t • (a + s • v)))
          (fderiv ℝ S (t • (a + s • v)) (a + s • v)) t :=
        (hdiff (t • (a + s • v))).comp_hasDerivAt t h1
      refine ((hasDerivAt_id' t).fun_mul (h2.inner ℝ (hasDerivAt_const t v))).congr_deriv ?_
      have hs := (jacobian_isSymm_iff _).1 (hJ (t • (a + s • v))) v (a + s • v)
      simp only [F']
      rw [map_smul, real_inner_smul_left, hs, inner_zero_right]
      ring
    rw [intervalIntegral.integral_eq_sub_of_hasDerivAt (fun t _ => hg t)
      (hF's.intervalIntegrable 0 1)]
    simp
  have hE : ∀ x, edgeIntegral S 0 x = ∫ t in (0 : ℝ)..1, ⟪S (t • x), x⟫_ℝ := by
    intro x
    simp [edgeIntegral]
  simpa only [hE] using key.congr_deriv hval
```

## (f) From additivity to a gradient

Let $S$ be continuous, and suppose $E(0,a)+E(a,b)=E(0,b)$ for all $a,b$. Show that
$$\nabla_x E(0,x)=S(x).$$

By additivity, the error of the linear approximation is
$$E(0,y)-E(0,x)-\langle S(x),y-x\rangle=\int_0^1\langle S(x+t(y-x))-S(x),\,y-x\rangle\,dt .$$
Given $\varepsilon>0$, continuity makes $S$ vary by less than $\varepsilon$ near $x$. For $y$ that close, the error is at most $\varepsilon\|y-x\|$, which is the definition of the gradient. The code calls the identity `herr` and the bound `hb`.

```lean
/-- If the integrals of a continuous self-energy along `0 → a → b` and `0 → b` always agree, the
energy integrated from the origin has the self-energy as its gradient. -/
theorem hasGradientAt_of_additive (hS : Continuous S)
    (h : ∀ a b, edgeIntegral S 0 a + edgeIntegral S a b = edgeIntegral S 0 b)
    (x : Propagator n) : HasGradientAt (edgeIntegral S 0) (S x) x := by
  rw [hasGradientAt_iff_isLittleO, Asymptotics.isLittleO_iff]
  intro ε hε
  obtain ⟨δ, hδ, hclose⟩ := Metric.continuousAt_iff.1 hS.continuousAt ε hε
  filter_upwards [Metric.ball_mem_nhds x hδ] with y hy
  have hc : Continuous fun t : ℝ => S (x + t • (y - x)) := by fun_prop
  -- the error is the integral of the variation of `S` along the short edge
  have herr : edgeIntegral S 0 y - edgeIntegral S 0 x - ⟪S x, y - x⟫_ℝ =
      ∫ t in (0 : ℝ)..1, (⟪S (x + t • (y - x)), y - x⟫_ℝ - ⟪S x, y - x⟫_ℝ) := by
    rw [intervalIntegral.integral_sub ((hc.inner continuous_const).intervalIntegrable 0 1)
      (continuous_const.intervalIntegrable 0 1), ← h x y]
    simp [edgeIntegral]
  rw [herr]
  have hb := intervalIntegral.norm_integral_le_of_norm_le_const (a := (0 : ℝ)) (b := 1)
    (f := fun t => ⟪S (x + t • (y - x)), y - x⟫_ℝ - ⟪S x, y - x⟫_ℝ)
    (C := ε * ‖y - x‖) (fun t ht => by
      rw [Set.uIoc_of_le zero_le_one] at ht
      have hd : dist (x + t • (y - x)) x < δ := by
        rw [Metric.mem_ball, dist_eq_norm] at hy
        rw [dist_eq_norm, add_sub_cancel_left, norm_smul, Real.norm_eq_abs, abs_of_pos ht.1]
        nlinarith [norm_nonneg (y - x), ht.2]
      have hn := hclose hd
      rw [dist_eq_norm] at hn
      rw [← inner_sub_left]
      exact (norm_inner_le_norm _ _).trans
        (mul_le_mul_of_nonneg_right hn.le (norm_nonneg _)))
  simpa using hb
```

## (g) Existence of the functional

For continuously differentiable $S$, prove
$$\bigl(\exists\,\Phi:\ \nabla\Phi=S\text{ everywhere}\bigr)\iff \bigl(J(x)^{T}=J(x)\text{ for all }x\bigr).$$

Left to right is (d). For the converse, integrate (e) with $v=b-a$ over $s\in[0,1]$:
$$E(0,b)-E(0,a)=E(a,b).$$
This is the hypothesis of (f), so $\Phi(x)=E(0,x)$ works.

For an approximate self-energy with finitely many real parameters, defined and continuously differentiable on all of $\mathbb R^n$, symmetry of the Jacobian therefore decides whether the approximation is $\Phi$-derivable in this sense. Infinite-dimensional Green's functions and restricted parameter domains need a separate argument.

```lean
/-- A continuously differentiable self-energy map is the gradient of a functional `Φ` if and only
if its Jacobian is symmetric at every propagator. -/
theorem exists_functional_iff (hS : ContDiff ℝ 1 S) :
    (∃ Φ : Propagator n → ℝ, ∀ x, HasGradientAt Φ (S x) x) ↔ ∀ x, (jacobian S x).IsSymm := by
  constructor
  · rintro ⟨Φ, hΦ⟩
    exact isSymm_of_potential hS hΦ
  · intro hJ
    refine ⟨edgeIntegral S 0, hasGradientAt_of_additive hS.continuous fun a b => ?_⟩
    have hc' := hS.continuous
    have hc : Continuous fun t : ℝ => S (a + t • (b - a)) := by fun_prop
    have h := intervalIntegral.integral_eq_sub_of_hasDerivAt
      (fun t _ => hasDerivAt_radial hS hJ a (b - a) t)
      ((hc.inner continuous_const).intervalIntegrable 0 1)
    simp only [one_smul, zero_smul, add_zero, add_sub_cancel] at h
    change edgeIntegral S a b = _ at h
    linarith
```

## (h) Triangles as a test

For continuously differentiable $S$, prove
$$\bigl(\exists\,a,b,c:\ T(a,b,c)\neq0\bigr)\iff\bigl(\exists\,x:\ J(x)^T\neq J(x)\bigr).$$

If $J$ is symmetric everywhere, (g) supplies $\Phi$, and by (c) the differences around any triangle cancel.

Conversely, suppose every $T$ vanishes. Since $E(0,0)=0$, the degenerate triangle $T(0,b,0)=0$ gives $E(b,0)=-E(0,b)$. Then $T(0,a,b)=0$ is the additivity required in (f), so $S$ has a potential and (d) makes $J$ symmetric.

```lean
/-- For a continuously differentiable self-energy map, the integral around some triangle is
nonzero if and only if the Jacobian fails to be symmetric at some propagator. -/
theorem exists_triangle_ne_zero_iff (hS : ContDiff ℝ 1 S) :
    (∃ a b c, triangleIntegral S a b c ≠ 0) ↔ ∃ x, ¬ (jacobian S x).IsSymm := by
  constructor
  · rintro ⟨a, b, c, h⟩
    by_contra hJ
    obtain ⟨Φ, hΦ⟩ := (exists_functional_iff hS).2 fun x => not_not.1 fun hx => hJ ⟨x, hx⟩
    apply h
    simp only [triangleIntegral, edgeIntegral_eq_sub hS.continuous hΦ]
    ring
  · rintro ⟨x, hx⟩
    by_contra hT
    have h0 : ∀ a b c, triangleIntegral S a b c = 0 :=
      fun a b c => not_not.1 fun h => hT ⟨a, b, c, h⟩
    refine hx (isSymm_of_potential hS (hasGradientAt_of_additive hS.continuous fun a b => ?_) x)
    -- the degenerate triangle `0 → b → 0 → 0` reverses an edge
    have h1 := h0 0 a b
    have h2 := h0 0 b 0
    have h3 : edgeIntegral S 0 0 = 0 := by simp [edgeIntegral]
    simp only [triangleIntegral] at h1 h2
    linarith
```

## (i) A detour that changes the energy

Let $S$ be continuously differentiable with $J(x)$ not symmetric at some $x$. Show that there are $a,b,c$ with
$$E(a,b)+E(b,c)\neq E(a,c).$$

If equality always held, the case of starting point $0$ would be the hypothesis of (f). Then (d) would make $J$ symmetric everywhere, a contradiction.

```lean
/-- If the Jacobian of a continuously differentiable self-energy is not symmetric at some
propagator, a direct path and a detour with the same endpoints give different energies. -/
theorem energy_path_dependent (hS : ContDiff ℝ 1 S) (hJ : ∃ x, ¬ (jacobian S x).IsSymm) :
    ∃ a b c, edgeIntegral S a b + edgeIntegral S b c ≠ edgeIntegral S a c := by
  obtain ⟨x, hx⟩ := hJ
  by_contra h
  exact hx (isSymm_of_potential hS (hasGradientAt_of_additive hS.continuous
    fun a b => not_not.1 fun hab => h ⟨0, a, b, hab⟩) x)
```

## (j) A rotational self-energy

For the toy map $S(G)=(-G_1,G_0)$, again not derived from an interaction, show that
$$T\bigl((0,0),(1,0),(0,1)\bigr)=1 .$$

With $d=b-a$, the terms in $t$ cancel:
$$\langle S(a+td),d\rangle=a_0d_1-a_1d_0=a_0b_1-a_1b_0 .$$
This is $E(a,b)$. The three edges contribute $0$, $1$ and $0$. The Jacobian has $J_{01}=-1$ and $J_{10}=1$, so it is not symmetric.

```lean
/-- The rotational self-energy `(G₀, G₁) ↦ (-G₁, G₀)` has integral `1` around the triangle with
vertices `(0, 0)`, `(1, 0)` and `(0, 1)`. -/
theorem rotational_triangle :
    triangleIntegral (fun x : Propagator 2 => !₂[-x 1, x 0]) 0 !₂[1, 0] !₂[0, 1] = 1 := by
  have h : ∀ a b : Propagator 2,
      edgeIntegral (fun x : Propagator 2 => !₂[-x 1, x 0]) a b = a 0 * b 1 - a 1 * b 0 := by
    intro a b
    have hi : ∀ t : ℝ, ⟪(!₂[-(a + t • (b - a)) 1, (a + t • (b - a)) 0] : Propagator 2),
        b - a⟫_ℝ = a 0 * b 1 - a 1 * b 0 := by
      intro t
      simp [PiLp.inner_apply, Fin.sum_univ_two]
      ring
    simp only [edgeIntegral, hi]
    simp
  simp [triangleIntegral, h]

end

end LuttingerWard
```

```lean
#print axioms LuttingerWard.exists_functional_iff
#print axioms LuttingerWard.exists_triangle_ne_zero_iff
#print axioms LuttingerWard.energy_path_dependent
#print axioms LuttingerWard.rotational_triangle
```

```
'LuttingerWard.exists_functional_iff' depends on axioms: [propext, Classical.choice, Quot.sound]
'LuttingerWard.exists_triangle_ne_zero_iff' depends on axioms: [propext, Classical.choice, Quot.sound]
'LuttingerWard.energy_path_dependent' depends on axioms: [propext, Classical.choice, Quot.sound]
'LuttingerWard.rotational_triangle' depends on axioms: [propext, Classical.choice, Quot.sound]
```
